# In a $J=0$ level of sharp spin $s$, $L_z+2S_z$ has mean zero and mean square $s(s+1)/3$

Take two spins one half with different $g$ factors, $g_1$ and $g_2$, in the singlet state $v=(|{\uparrow\downarrow}\rangle-|{\downarrow\uparrow}\rangle)/\sqrt2$. The total spin annihilates $v$, so along $z$ the first spin acts on $v$ as minus the second. The moment therefore gives

$$(g_1 s^{(1)}_z+g_2 s^{(2)}_z)v=(g_2-g_1)s^{(2)}_z v=-\frac{g_2-g_1}{2}\,\frac{|{\uparrow\downarrow}\rangle+|{\downarrow\uparrow}\rangle}{\sqrt2}.$$

The result is a triplet state, orthogonal to $v$. The mean moment is zero, but the mean square is $(g_2-g_1)^2/4$. For $g_1=1$, $g_2=2$ this is $1/4=s(s+1)/3$ with $s=1/2$.

An ion whose orbital and spin angular momenta cancel to $J=0$ behaves in the same way. It has no permanent moment, yet a magnetic field can polarise it.

## From cancelled angular momentum to isotropic spin correlations

Number the axes $x,y,z$ as $0,1,2$ and add indices modulo 3, so that $L_z$ is $L_2$. Let $L_k$ and $S_k$ be symmetric operators, with every $L_k$ commuting with every $S_j$ and $[S_k,S_{k+1}]=\mathrm i S_{k+2}$. Put $J_k=L_k+S_k$ and $S^2=\sum_k S_k^2$. Let $v$ be a unit vector with $J_kv=0$ for all $k$ and $S^2v=s(s+1)v$.

Since $L_kv=-S_kv$,

$$J_kS_jv=S_jL_kv+S_kS_jv=[S_k,S_j]v.$$

The vectors $S_jv$ thus rotate as a vector triple:

$$J_kS_kv=0,\quad J_kS_{k+1}v=\mathrm i S_{k+2}v,\quad J_kS_{k+2}v=-\mathrm i S_{k+1}v.$$

The rest follows by moving $J$ across the inner product, which is antilinear in its first entry.

- **Mean.** $\mathrm i\langle v,S_kv\rangle=\langle v,J_{k+1}S_{k+2}v\rangle=\langle J_{k+1}v,S_{k+2}v\rangle=0$.
- **Orthogonality.** $0=\langle J_kS_kv,S_{k+2}v\rangle=\langle S_kv,J_kS_{k+2}v\rangle=-\mathrm i\langle S_kv,S_{k+1}v\rangle$. With $S_{k+1}v$ as the second entry, the same step gives $\langle S_kv,S_{k+2}v\rangle=0$.
- **Equal lengths.** $\langle J_kS_{k+1}v,S_{k+2}v\rangle=\langle S_{k+1}v,J_kS_{k+2}v\rangle$ reads $-\mathrm i\|S_{k+2}v\|^2=-\mathrm i\|S_{k+1}v\|^2$.

The squared lengths add up to $\langle v,S^2v\rangle=s(s+1)$, so $\langle S_iv,S_jv\rangle=\delta_{ij}\,s(s+1)/3$.

For real vectors $a,b$ let $\mu(a)=\sum_k a_k(g_LL_k+g_SS_k)$. On $v$ it reduces to $\mu(a)v=(g_S-g_L)\sum_k a_kS_kv$, hence

$$\langle v,\mu(a)v\rangle=0,\qquad \langle\mu(a)v,\mu(b)v\rangle=(g_S-g_L)^2\,(a\cdot b)\,\frac{s(s+1)}{3}.$$

The values $g_L=1$, $g_S=2$ and $a=b=(0,0,1)$ give the result in the title.

Finally, $J_k^2S_kv=0$, while $J_{k+1}^2S_kv=J_{k+1}(-\mathrm iS_{k+2}v)=S_kv$ and $J_{k+2}^2S_kv=J_{k+2}(\mathrm iS_{k+1}v)=S_kv$. Therefore $J^2\mu(a)v=2\mu(a)v$: the moment leads only to $J=1$, or to the zero vector when $s=0$, $g_S=g_L$ or $a=0$.

## The quadratic Zeeman shift of a $J=0$ ion

In a field $B$ along $z$ the perturbation linear in $B$ is $\mu_BB(L_2+2S_2)$, with $\mu_B$ the Bohr magneton. The diamagnetic term, which adds its own shift proportional to $B^2$, is left out here. The first-order shift from the linear term vanishes. In pure LS coupling the vector $(L_2+2S_2)v$ lies in the $J=1$ level of the same term. Let $\Delta$ be the energy of that level minus the energy of $v$; it is positive in a regular multiplet and negative in an inverted one. Second-order perturbation theory then gives

$$E^{(2)}=-\frac{\mu_B^2B^2}{\Delta}\,\frac{s(s+1)}{3}.$$

For the $^7F_0$ level of Eu³⁺, $s=3$ and this part of the shift is $-4\mu_B^2B^2/\Delta$; the corresponding induced moment is $8\mu_B^2B/\Delta$. The theorems below supply the matrix element in this estimate, not the perturbation theory.

## Operators, level and moment in Lean

The space `V` is any complex inner-product space, of finite or infinite dimension. Operators are linear maps defined on all of `V`, so for differential operators `V` has to be a common invariant domain.

```lean
import Mathlib

open scoped InnerProductSpace

namespace JZeroMoments

noncomputable section

variable {V : Type*} [NormedAddCommGroup V] [InnerProductSpace ℂ V]
```

Components are indexed by `Fin 3`, and one cyclic equation states all three commutators, with $\hbar=1$.

```lean
/-- The angular momentum relations `[X₀, X₁] = i X₂` and cyclic; indices are added modulo 3. -/
def SpinAlgebra (X : Fin 3 → Module.End ℂ V) : Prop :=
  ∀ i, X i * X (i + 1) - X (i + 1) * X i = Complex.I • X (i + 2)
```

`JZeroLevel` collects the conditions on a single vector `v`. Normalisation and the value of $S^2$ enter later as the separate hypotheses `hv` and `hs`. No commutators among the `L i` are assumed.

```lean
/-- The vector `v` is annihilated by every component of `J = L + S`, where `L` and `S` are
symmetric, commute with each other, and `S` is an angular momentum. -/
structure JZeroLevel (L S : Fin 3 → Module.End ℂ V) (v : V) : Prop where
  L_symm : ∀ i, LinearMap.IsSymmetric (L i)
  S_symm : ∀ i, LinearMap.IsSymmetric (S i)
  S_alg : SpinAlgebra S
  comm : ∀ i j, L i * S j = S j * L i
  J_zero : ∀ i, (L i + S i) v = 0
```

The moment is measured in units of $-\mu_B$, because the electron's charge is negative. The factor $g_L=1$ belongs to the orbital motion of the charge, and $g_S=2$ is the Dirac value for the electron spin.

```lean
/-- The magnetic moment operator `∑ aᵢ (g_L Lᵢ + g_S Sᵢ)` along the real vector `a`,
in units of minus the Bohr magneton. -/
def moment (gL gS : ℝ) (L S : Fin 3 → Module.End ℂ V) (a : Fin 3 → ℝ) : Module.End ℂ V :=
  ∑ i, (a i : ℂ) • ((gL : ℂ) • L i + (gS : ℂ) • S i)
```

No Hamiltonian appears here. The step to a real ion is the identification of its state with such a `v`; spin–orbit coupling mixes terms of different $S$, so `hs` then holds only approximately.

## Cyclic indices in `Fin 3`

Addition in `Fin 3` is modulo 3, which lets one argument serve all three axes. For a variable `k`, however, `k + 1 + 2` and `k` are different expressions, and a rewrite won't match one with the other. The lemma `cyc` provides the needed identities, and `decide` proves them by evaluating the three cases. `sum_cyclic` starts a sum at any axis, by reindexing along the shift $i\mapsto k+i$.

```lean
/-- A sum over the three axes may start from any axis `k`. -/
lemma sum_cyclic {M : Type*} [AddCommMonoid M] (f : Fin 3 → M) (k : Fin 3) :
    ∑ i, f i = f k + f (k + 1) + f (k + 2) := by
  rw [← Equiv.sum_comp (Equiv.addLeft k) f, Fin.sum_univ_three]
  simp only [Equiv.coe_addLeft, add_zero]

/-- Index arithmetic for the three cyclic axes. -/
lemma cyc : ∀ k : Fin 3, k + 1 + 1 = k + 2 ∧ k + 1 + 2 = k ∧ k + 2 + 1 = k ∧
    k + 2 + 2 = k + 1 := by decide
```

## Rotation of the spin vectors

In the next proof `key` is the identity $J_iS_jv=[S_i,S_j]v$. The spin algebra at `i` and at `i + 2` then gives the two nonzero cases.

```lean
variable {L S : Fin 3 → Module.End ℂ V} {v : V}

/-- On a `J = 0` level the vectors `Sⱼ v` rotate under `J` as the components of a vector. -/
theorem total_apply_spin (h : JZeroLevel L S v) (i : Fin 3) :
    (L i + S i) (S i v) = 0 ∧
    (L i + S i) (S (i + 1) v) = Complex.I • S (i + 2) v ∧
    (L i + S i) (S (i + 2) v) = -(Complex.I • S (i + 1) v) := by
  -- J_i acts on S_j v through the commutator of S_i and S_j
  have key : ∀ j, (L i + S i) (S j v) = S i (S j v) - S j (S i v) := by
    intro j
    have h1 : L i (S j v) = S j (L i v) := LinearMap.congr_fun (h.comm i j) v
    have h2 : L i v = -S i v := eq_neg_of_add_eq_zero_left (h.J_zero i)
    rw [LinearMap.add_apply, h1, h2, map_neg]
    abel
  obtain ⟨-, -, e3, e4⟩ := cyc i
  have c1 : S i (S (i + 1) v) - S (i + 1) (S i v) = Complex.I • S (i + 2) v :=
    LinearMap.congr_fun (h.S_alg i) v
  have c2 := h.S_alg (i + 2)
  rw [e3, e4] at c2
  have c3 : S (i + 2) (S i v) - S i (S (i + 2) v) = Complex.I • S (i + 1) v :=
    LinearMap.congr_fun c2 v
  refine ⟨by rw [key, sub_self], by rw [key, c1], ?_⟩
  rw [key, ← c3, neg_sub]
```

The mean follows from symmetry of $J_{k+1}$, obtained by adding the symmetry statements for `L` and `S`. The factor $\mathrm i$ is cancelled at the end.

```lean
/-- Every spin component has zero expectation value in a `J = 0` level. -/
theorem spin_mean_zero (h : JZeroLevel L S v) (k : Fin 3) : ⟪v, S k v⟫_ℂ = 0 := by
  have h1 := (total_apply_spin h (k + 1)).2.1
  rw [(cyc k).1, (cyc k).2.1] at h1
  have h2 := ((h.L_symm (k + 1)).add (h.S_symm (k + 1))) v (S (k + 2) v)
  rw [h.J_zero, h1, inner_zero_left, inner_smul_right] at h2
  exact (mul_eq_zero.mp h2.symm).resolve_left Complex.I_ne_zero
```

In `spin_isotropic`, `o1` and `o2` are the orthogonality relations, `eq` is the equality of lengths and `tot` is their sum. Every pair of axes has `j` equal to `i`, `i + 1` or `i + 2`; in the diagonal case `linear_combination` solves for one squared length.

```lean
/-- In a normalised `J = 0` level with `S² = s(s+1)` the spin correlations are isotropic:
`⟨Sᵢ v, Sⱼ v⟩ = δᵢⱼ s(s+1)/3`. -/
theorem spin_isotropic (h : JZeroLevel L S v) (hv : ‖v‖ = 1) {s : ℝ}
    (hs : (∑ i, S i * S i) v = ((s * (s + 1) : ℝ) : ℂ) • v) (i j : Fin 3) :
    ⟪S i v, S j v⟫_ℂ = if i = j then ((s * (s + 1) / 3 : ℝ) : ℂ) else 0 := by
  have sym := fun k => (h.L_symm k).add (h.S_symm k)
  -- different components are orthogonal
  have o1 : ⟪S i v, S (i + 1) v⟫_ℂ = 0 := by
    have t := sym i (S i v) (S (i + 2) v)
    rw [(total_apply_spin h i).1, (total_apply_spin h i).2.2, inner_zero_left,
      inner_neg_right, inner_smul_right] at t
    exact (mul_eq_zero.mp (neg_eq_zero.mp t.symm)).resolve_left Complex.I_ne_zero
  have o2 : ⟪S i v, S (i + 2) v⟫_ℂ = 0 := by
    have t := sym i (S i v) (S (i + 1) v)
    rw [(total_apply_spin h i).1, (total_apply_spin h i).2.1, inner_zero_left,
      inner_smul_right] at t
    exact (mul_eq_zero.mp t.symm).resolve_left Complex.I_ne_zero
  -- all components have the same length
  have eq : ∀ k, ⟪S (k + 1) v, S (k + 1) v⟫_ℂ = ⟪S (k + 2) v, S (k + 2) v⟫_ℂ := by
    intro k
    have t := sym k (S (k + 1) v) (S (k + 2) v)
    rw [(total_apply_spin h k).2.1, (total_apply_spin h k).2.2, inner_neg_right,
      inner_smul_right, inner_smul_left, Complex.conj_I] at t
    apply mul_left_cancel₀ Complex.I_ne_zero
    linear_combination t
  -- the squared lengths add up to s(s+1)
  have tot : ∑ k, ⟪S k v, S k v⟫_ℂ = ((s * (s + 1) : ℝ) : ℂ) := by
    have t : ∑ k, ⟪S k v, S k v⟫_ℂ = ⟪v, (∑ k, S k * S k) v⟫_ℂ := by
      rw [LinearMap.sum_apply, inner_sum]
      exact Finset.sum_congr rfl fun k _ => h.S_symm k v (S k v)
    rw [t, hs, inner_smul_right, inner_self_eq_norm_sq_to_K, hv]
    simp
  have cases : ∀ a b : Fin 3, b = a ∨ b = a + 1 ∨ b = a + 2 := by decide
  have ne : ∀ a : Fin 3, a ≠ a + 1 ∧ a ≠ a + 2 := by decide
  rcases cases i j with rfl | rfl | rfl
  · rw [sum_cyclic _ j] at tot
    have q1 := eq j
    have q2 := eq (j + 1)
    rw [(cyc j).1, (cyc j).2.1] at q2
    rw [if_pos rfl]
    push_cast at tot ⊢
    linear_combination (1 / 3 : ℂ) * tot - (1 / 3 : ℂ) * q1 - (2 / 3 : ℂ) * q2
  · rw [if_neg (ne i).1, o1]
  · rw [if_neg (ne i).2, o2]
```

## Mean, correlations and the $J=1$ sector

Replacing `L i v` by `-S i v` reduces the moment to its spin part.

```lean
/-- On a `J = 0` level the moment acts as `(g_S - g_L) a·S`. -/
theorem moment_apply (h : JZeroLevel L S v) (gL gS : ℝ) (a : Fin 3 → ℝ) :
    moment gL gS L S a v = ((gS - gL : ℝ) : ℂ) • ∑ i, (a i : ℂ) • S i v := by
  rw [moment, LinearMap.sum_apply, Finset.smul_sum]
  refine Finset.sum_congr rfl fun i _ => ?_
  have h2 : L i v = -S i v := eq_neg_of_add_eq_zero_left (h.J_zero i)
  simp only [LinearMap.smul_apply, LinearMap.add_apply, h2]
  push_cast
  module
```

Expanding both inner products and inserting the isotropic correlations gives the general theorem.

```lean
/-- A normalised `J = 0` level with `S² = s(s+1)` has no mean moment, and its moment
correlations are `⟨μ(a)v, μ(b)v⟩ = (g_S - g_L)² (a·b) s(s+1)/3`. -/
theorem moment_correlation (h : JZeroLevel L S v) (hv : ‖v‖ = 1) {s : ℝ}
    (hs : (∑ i, S i * S i) v = ((s * (s + 1) : ℝ) : ℂ) • v) (gL gS : ℝ) (a b : Fin 3 → ℝ) :
    ⟪v, moment gL gS L S a v⟫_ℂ = 0 ∧
    ⟪moment gL gS L S a v, moment gL gS L S b v⟫_ℂ =
      (((gS - gL) ^ 2 * (∑ i, a i * b i) * (s * (s + 1) / 3) : ℝ) : ℂ) := by
  rw [moment_apply h, moment_apply h]
  constructor
  · simp only [inner_smul_right, inner_sum, spin_mean_zero h, mul_zero, Finset.sum_const_zero]
  · simp only [inner_smul_left, inner_smul_right, sum_inner, inner_sum,
      spin_isotropic h hv hs, Complex.conj_ofReal, mul_ite, mul_zero,
      Finset.sum_ite_eq', Finset.mem_univ, if_true]
    simp only [Fin.sum_univ_three]
    push_cast
    ring
```

In `moment_z` the operator $L_z+2S_z$ is `L 2 + (2 : ℂ) • S 2`, recognised as the moment along `![0, 0, 1]`. The squared norm is the mean square, since the operator is symmetric.

```lean
/-- For the `z` component `L 2 + 2 S 2` in a normalised `J = 0` level with `S² = s(s+1)`, the mean
vanishes and the mean square is `s(s+1)/3`. -/
theorem moment_z (h : JZeroLevel L S v) (hv : ‖v‖ = 1) {s : ℝ}
    (hs : (∑ i, S i * S i) v = ((s * (s + 1) : ℝ) : ℂ) • v) :
    ⟪v, (L 2 + (2 : ℂ) • S 2) v⟫_ℂ = 0 ∧
    ‖(L 2 + (2 : ℂ) • S 2) v‖ ^ 2 = s * (s + 1) / 3 := by
  have e : L 2 + (2 : ℂ) • S 2 = moment 1 2 L S ![0, 0, 1] := by
    simp [moment, Fin.sum_univ_three]
  obtain ⟨h1, h2⟩ := moment_correlation h hv hs 1 2 ![0, 0, 1] ![0, 0, 1]
  rw [e]
  refine ⟨h1, ?_⟩
  have d : ∑ i, (![0, 0, 1] : Fin 3 → ℝ) i * (![0, 0, 1] : Fin 3 → ℝ) i = 1 := by
    simp [Fin.sum_univ_three]
  have h3 : ‖moment 1 2 L S ![0, 0, 1] v‖ ^ 2 =
      (2 - 1) ^ 2 * (∑ i, (![0, 0, 1] : Fin 3 → ℝ) i * (![0, 0, 1] : Fin 3 → ℝ) i) *
        (s * (s + 1) / 3) := by
    rw [← inner_self_eq_norm_sq (𝕜 := ℂ), h2]
    exact Complex.ofReal_re _
  rw [h3, d]
  ring
```

For $J^2$, the sum is started at axis `k`, where the first term vanishes and each of the other two returns $S_kv$. Linearity extends this to $\mu(a)v$.

```lean
/-- The moment takes a `J = 0` level into the `J = 1` sector: `J² μ(a)v = 1(1+1) μ(a)v`. -/
theorem moment_to_J_one (h : JZeroLevel L S v) (gL gS : ℝ) (a : Fin 3 → ℝ) :
    (∑ i, (L i + S i) * (L i + S i)) (moment gL gS L S a v) =
      (2 : ℂ) • moment gL gS L S a v := by
  have key : ∀ k, (∑ i, (L i + S i) * (L i + S i)) (S k v) = (2 : ℂ) • S k v := by
    intro k
    obtain ⟨e1, e2, e3, e4⟩ := cyc k
    obtain ⟨-, p1, p2⟩ := total_apply_spin h (k + 1)
    obtain ⟨-, q1, q2⟩ := total_apply_spin h (k + 2)
    rw [e1, e2] at p1 p2
    rw [e3, e4] at q1 q2
    -- applying a transverse component of J twice returns S_k v
    rw [sum_cyclic _ k]
    simp only [LinearMap.add_apply (_ * _ + _ * _), LinearMap.add_apply (_ * _) (_ * _),
      Module.End.mul_apply, (total_apply_spin h k).1, p1, p2, q1, q2, map_zero, map_neg,
      map_smul, smul_neg, smul_smul, Complex.I_mul_I]
    module
  rw [moment_apply h]
  simp only [map_smul, map_sum, key, Finset.smul_sum]
  exact Finset.sum_congr rfl fun i _ => by module
```

## The $^3P_0$ state as an example

Two coupled spin-one triples realise all the hypotheses with $s=1$. In the Cartesian basis the matrices are $(S_k)_{ab}=-\mathrm i\varepsilon_{kab}$, with $\varepsilon$ the Levi-Civita symbol.

```lean
/-- The three spin-one matrices in the Cartesian basis. -/
def spinOne : Fin 3 → Matrix (Fin 3) (Fin 3) ℂ :=
  ![!![0, 0, 0; 0, 0, -Complex.I; 0, Complex.I, 0],
    !![0, 0, Complex.I; 0, 0, 0; -Complex.I, 0, 0],
    !![0, -Complex.I, 0; Complex.I, 0, 0; 0, 0, 0]]
```

The orbital triple acts on the first index of a state $x_{ab}$ and the spin triple on the second.

```lean
/-- Spin-one matrices acting on the first (orbital) index of a two-index state. -/
def orbitalP (i : Fin 3) : Module.End ℂ (EuclideanSpace ℂ (Fin 3 × Fin 3)) where
  toFun x := WithLp.toLp 2 fun p => ∑ c, spinOne i p.1 c * x (c, p.2)
  map_add' x y := by ext p; simp [mul_add, Finset.sum_add_distrib]
  map_smul' c x := by ext p; simp [Finset.mul_sum, mul_left_comm]

/-- Spin-one matrices acting on the second (spin) index of a two-index state. -/
def spinP (i : Fin 3) : Module.End ℂ (EuclideanSpace ℂ (Fin 3 × Fin 3)) where
  toFun x := WithLp.toLp 2 fun p => ∑ c, spinOne i p.2 c * x (p.1, c)
  map_add' x y := by ext p; simp [mul_add, Finset.sum_add_distrib]
  map_smul' c x := by ext p; simp [Finset.mul_sum, mul_left_comm]
```

The state is $\delta_{ab}/\sqrt3$. The total angular momentum annihilates it because the matrices are antisymmetric.

```lean
/-- The state `δ_ab / √3` of two coupled spin-one triples. -/
def tripletPZero : EuclideanSpace ℂ (Fin 3 × Fin 3) :=
  WithLp.toLp 2 fun p => if p.1 = p.2 then ((√3 : ℝ) : ℂ)⁻¹ else 0
```

The last theorem checks each condition by components, including the angular momentum algebra of the orbital triple. For this state `moment_z` gives a mean square of $2/3$.

```lean
/-- The state `δ_ab / √3` is a normalised `J = 0` level with `s = 1`, and its orbital
operators also form an angular momentum. -/
theorem jZeroLevel_witness :
    SpinAlgebra orbitalP ∧ JZeroLevel orbitalP spinP tripletPZero ∧ ‖tripletPZero‖ = 1 ∧
    (∑ i, spinP i * spinP i) tripletPZero =
      (((1 : ℝ) * (1 + 1) : ℝ) : ℂ) • tripletPZero := by
  refine ⟨?_, ⟨?_, ?_, ?_, ?_, ?_⟩, ?_, ?_⟩
  · intro i
    refine LinearMap.ext fun x => ?_
    ext ⟨a, b⟩
    fin_cases i <;> fin_cases a <;>
      simp [orbitalP, spinOne, Fin.sum_univ_three, ← mul_assoc]
  · intro i x y
    fin_cases i <;>
      simp [orbitalP, spinOne, PiLp.inner_apply, Fintype.sum_prod_type, Fin.sum_univ_three] <;>
      ring
  · intro i x y
    fin_cases i <;>
      simp [spinP, spinOne, PiLp.inner_apply, Fintype.sum_prod_type, Fin.sum_univ_three] <;>
      ring
  · intro i
    refine LinearMap.ext fun x => ?_
    ext ⟨a, b⟩
    fin_cases i <;> fin_cases b <;>
      simp [spinP, spinOne, Fin.sum_univ_three, ← mul_assoc]
  · intro i j
    refine LinearMap.ext fun x => ?_
    ext ⟨a, b⟩
    change ∑ c, spinOne i a c * ∑ d, spinOne j b d * x (c, d) =
      ∑ d, spinOne j b d * ∑ c, spinOne i a c * x (c, d)
    simp only [Finset.mul_sum]
    rw [Finset.sum_comm]
    exact Finset.sum_congr rfl fun d _ => Finset.sum_congr rfl fun c _ => by ring
  · intro i
    ext ⟨a, b⟩
    fin_cases i <;> fin_cases a <;> fin_cases b <;>
      simp [orbitalP, spinP, tripletPZero, spinOne, Fin.sum_univ_three]
  · have h : ‖tripletPZero‖ ^ 2 = 1 := by
      rw [EuclideanSpace.norm_sq_eq]
      simp [tripletPZero, Fintype.sum_prod_type, Fin.sum_univ_three]
      norm_num
    exact (pow_eq_one_iff_of_nonneg (norm_nonneg _) two_ne_zero).mp h
  · ext ⟨a, b⟩
    fin_cases a <;> fin_cases b <;>
      simp [spinP, tripletPZero, spinOne, Fin.sum_univ_three, ← mul_assoc] <;> ring

end

end JZeroMoments
```

```lean
#print axioms JZeroMoments.spin_mean_zero
-- 'JZeroMoments.spin_mean_zero' depends on axioms: [propext, Classical.choice, Quot.sound]
#print axioms JZeroMoments.moment_z
-- 'JZeroMoments.moment_z' depends on axioms: [propext, Classical.choice, Quot.sound]
#print axioms JZeroMoments.moment_to_J_one
-- 'JZeroMoments.moment_to_J_one' depends on axioms: [propext, Classical.choice, Quot.sound]
```
